# Symmetry projection raises the mean energy exactly when the discarded component lies lower

Removing spin contamination by projection shortens the state vector, and it may raise or lower the mean energy of the state. Here each component is normalised before its energy is taken, so all comparisons are between mean energies of unit vectors.

Let $H$ be the Hamiltonian and $P$ an orthogonal projector that commutes with it, such as the projector onto one total spin when $H$ conserves spin. Let $\psi$ be a unit vector with weight $w=\|P\psi\|^2$, where $0<w<1$. Write $q=\psi-P\psi$ for the discarded component, and $E_\psi$, $E_P$, $E_Q$ for the mean energies of $\psi$, $P\psi/\|P\psi\|$ and $q/\|q\|$. Then

$$E_P>E_\psi\iff E_Q<E_P\iff E_Q<E_\psi .$$

In the code the letter `E` is not an energy. It names the state space, which is any complex inner product space, of finite or infinite dimension.

In Lean 4 with Mathlib:

```lean
import Mathlib

open scoped InnerProductSpace Kronecker Matrix ComplexConjugate

namespace SpinProjectionEnergy

noncomputable section

variable {E : Type*} [NormedAddCommGroup E] [InnerProductSpace ℂ E]
```

## Energies of normalised vectors

For a vector $\phi$, define $e(\phi)=\operatorname{Re}\langle\phi,H\phi\rangle$, with the inner product conjugate-linear in its first argument, as is usual in physics. There is no division by $\|\phi\|^2$, so $e(\phi)$ is a mean energy only when $\phi$ has unit length.

```lean
/-- The mean energy of a unit vector `φ`: the real part of `⟨φ, H φ⟩`. -/
def meanEnergy (H : E →ₗ[ℂ] E) (φ : E) : ℝ := (⟪φ, H φ⟫_ℂ).re
```

The normalised state is $\phi/\|\phi\|$ for $\phi\neq0$. The strict bounds on $w$ ensure that both components of $\psi$ are nonzero.

```lean
/-- The normalised state `φ / ‖φ‖` of a nonzero vector `φ`. -/
def unitVec (φ : E) : E := ((‖φ‖⁻¹ : ℝ) : ℂ) • φ
```

For Hermitian $H$, taking the real part loses nothing, because

$$\overline{\langle\phi,H\phi\rangle}=\langle H\phi,\phi\rangle=\langle\phi,H\phi\rangle ,$$

and a number equal to its own conjugate is real.

```lean
/-- For a Hermitian `H` the number `⟨φ, H φ⟩` is real: it equals its real part, `meanEnergy H φ`. -/
theorem expectation_eq_meanEnergy (H : E →ₗ[ℂ] E) (hH : H.IsSymmetric) (φ : E) :
    ⟪φ, H φ⟫_ℂ = (meanEnergy H φ : ℂ) := by
  have h : conj ⟪φ, H φ⟫_ℂ = ⟪φ, H φ⟫_ℂ := by
    rw [inner_conj_symm]
    exact hH φ φ
  exact (Complex.conj_eq_iff_re.mp h).symm
```

Hermiticity is written `H.IsSymmetric`. The comparison theorems below do not assume it for $H$; this lemma is what identifies their `meanEnergy` with the full quantum expectation value in the physical case.

Normalisation introduces the factor $1/\|\phi\|$ twice, and since it is real, conjugation leaves it alone:

$$\Big\langle\frac{\phi}{\|\phi\|},H\frac{\phi}{\|\phi\|}\Big\rangle=\frac{\langle\phi,H\phi\rangle}{\|\phi\|^2},\qquad\text{so}\qquad \|\phi\|^2\,e\!\left(\frac{\phi}{\|\phi\|}\right)=e(\phi).$$

```lean
/-- For a nonzero vector `φ`, the squared norm times the real part of `⟨φ, H φ⟩` taken in the
normalised state gives back the real part of `⟨φ, H φ⟩` for `φ` itself. -/
theorem norm_sq_mul_meanEnergy_unitVec (H : E →ₗ[ℂ] E) {φ : E} (hφ : φ ≠ 0) :
    ‖φ‖ ^ 2 * meanEnergy H (unitVec φ) = meanEnergy H φ := by
  have hn : ‖φ‖ ≠ 0 := norm_ne_zero_iff.mpr hφ
  have h : ⟪unitVec φ, H (unitVec φ)⟫_ℂ
      = ((‖φ‖⁻¹ * ‖φ‖⁻¹ : ℝ) : ℂ) * ⟪φ, H φ⟫_ℂ := by
    simp only [unitVec, map_smul, inner_smul_left, inner_smul_right, Complex.conj_ofReal,
      Complex.ofReal_mul]
    ring
  unfold meanEnergy
  rw [h, Complex.re_ofReal_mul]
  field_simp
```

## No coupling between the two components

An orthogonal projector is Hermitian and satisfies $P^2=P$; these are the hypotheses `hP` and `hPP`, and `hHP` is the commutation $HP=PH$. Idempotence gives $Pq=P\psi-P^2\psi=0$. Both cross terms then vanish:

$$\langle P\psi,Hq\rangle=\langle\psi,PHq\rangle=\langle\psi,HPq\rangle=0,$$
$$\langle q,HP\psi\rangle=\langle q,PH\psi\rangle=\langle Pq,H\psi\rangle=0.$$

Expanding $\langle P\psi+q,H(P\psi+q)\rangle$ therefore leaves only the diagonal terms, and $e(\psi)=e(P\psi)+e(q)$.

```lean
/-- If `H` commutes with the orthogonal projector `P`, the unnormalised energy of `ψ` is the sum of
the unnormalised energies of the kept component `P ψ` and the discarded component `ψ - P ψ`. -/
theorem meanEnergy_split (H P : E →ₗ[ℂ] E) (hP : P.IsSymmetric) (hPP : ∀ x, P (P x) = P x)
    (hHP : ∀ x, H (P x) = P (H x)) (ψ : E) :
    meanEnergy H ψ = meanEnergy H (P ψ) + meanEnergy H (ψ - P ψ) := by
  have h0 : P (ψ - P ψ) = 0 := by rw [map_sub, hPP, sub_self]
  -- both cross terms vanish
  have h1 : ⟪P ψ, H (ψ - P ψ)⟫_ℂ = 0 := by
    rw [hP ψ, ← hHP, h0, map_zero, inner_zero_right]
  have h2 : ⟪ψ - P ψ, H (P ψ)⟫_ℂ = 0 := by
    rw [hHP, ← hP (ψ - P ψ), h0, inner_zero_left]
  have key : ⟪ψ, H ψ⟫_ℂ = ⟪P ψ, H (P ψ)⟫_ℂ + ⟪ψ - P ψ, H (ψ - P ψ)⟫_ℂ := by
    simp only [map_sub, inner_sub_left, inner_sub_right] at h1 h2 ⊢
    linear_combination h1 + h2
  unfold meanEnergy
  rw [key, Complex.add_re]
```

The cross terms are `h1` and `h2`. The step `simp only` expands the inner products, and `linear_combination h1 + h2` uses the two vanishing terms to finish the proof of `key`.

## The energy as a weighted average

The identity operator also commutes with $P$. Putting it in place of $H$ in the last result gives the Pythagorean rule $1=\|P\psi\|^2+\|q\|^2$, so $\|q\|^2=1-w$. Rewriting each unnormalised energy as a squared norm times a normalised energy gives

$$E_\psi=w\,E_P+(1-w)\,E_Q .$$

```lean
/-- The energy of a unit vector is the average of the energies of its normalised kept and
discarded components, weighted by `‖P ψ‖²` and `1 - ‖P ψ‖²`, when `H` commutes with the
orthogonal projector `P` and both weights are positive. -/
theorem meanEnergy_average (H P : E →ₗ[ℂ] E) (hP : P.IsSymmetric) (hPP : ∀ x, P (P x) = P x)
    (hHP : ∀ x, H (P x) = P (H x)) {ψ : E} (hψ : ‖ψ‖ = 1)
    (h0 : 0 < ‖P ψ‖ ^ 2) (h1 : ‖P ψ‖ ^ 2 < 1) :
    meanEnergy H ψ = ‖P ψ‖ ^ 2 * meanEnergy H (unitVec (P ψ))
      + (1 - ‖P ψ‖ ^ 2) * meanEnergy H (unitVec (ψ - P ψ)) := by
  -- the identity operator in place of `H` gives the Pythagorean rule
  have hid : ∀ φ : E, meanEnergy LinearMap.id φ = ‖φ‖ ^ 2 :=
    fun φ => inner_self_eq_norm_sq (𝕜 := ℂ) φ
  have hn := meanEnergy_split LinearMap.id P hP hPP (fun _ => rfl) ψ
  rw [hid, hid, hid, hψ] at hn
  have hp : P ψ ≠ 0 := by
    intro h
    simp [h] at h0
  have hq : ψ - P ψ ≠ 0 := by
    intro h
    rw [h, norm_zero] at hn
    linarith
  have hw : 1 - ‖P ψ‖ ^ 2 = ‖ψ - P ψ‖ ^ 2 := by linarith
  rw [hw, norm_sq_mul_meanEnergy_unitVec H hp, norm_sq_mul_meanEnergy_unitVec H hq]
  exact meanEnergy_split H P hP hPP hHP ψ
```

Subtracting this from $E_P$,

$$E_P-E_\psi=(1-w)(E_P-E_Q).$$

Since $1-w>0$, the two differences have the same sign: projection raises the energy exactly when the discarded component lies below the kept one.

```lean
/-- Let `H` commute with the orthogonal projector `P`, and let the unit vector `ψ` have
`0 < ‖P ψ‖² < 1`. Normalised projection raises the energy if and only if the discarded component
has lower mean energy than the kept one. -/
theorem projection_raises_energy_iff (H P : E →ₗ[ℂ] E) (hP : P.IsSymmetric)
    (hPP : ∀ x, P (P x) = P x) (hHP : ∀ x, H (P x) = P (H x)) {ψ : E} (hψ : ‖ψ‖ = 1)
    (h0 : 0 < ‖P ψ‖ ^ 2) (h1 : ‖P ψ‖ ^ 2 < 1) :
    meanEnergy H ψ < meanEnergy H (unitVec (P ψ)) ↔
      meanEnergy H (unitVec (ψ - P ψ)) < meanEnergy H (unitVec (P ψ)) := by
  have h := meanEnergy_average H P hP hPP hHP hψ h0 h1
  have hs : meanEnergy H (unitVec (P ψ)) - meanEnergy H ψ = (1 - ‖P ψ‖ ^ 2) *
      (meanEnergy H (unitVec (P ψ)) - meanEnergy H (unitVec (ψ - P ψ))) := by
    linear_combination -h
  rw [← sub_pos, hs, mul_pos_iff_of_pos_left (by linarith), sub_pos]
```

The identity is `hs`, and `mul_pos_iff_of_pos_left` removes the positive factor.

The discarded component can equally be compared with the initial state. Subtracting $E_Q$ from the average gives

$$E_\psi-E_Q=w\,(E_P-E_Q),$$

and $w>0$, so $E_Q<E_\psi$ holds exactly when $E_Q<E_P$. By the previous criterion, that is exactly when projection raises the energy.

```lean
/-- Under the same conditions (`H` commutes with the orthogonal projector `P`, `ψ` is a unit vector
and `0 < ‖P ψ‖² < 1`), projection raises the energy if and only if the discarded component lies
below the energy of `ψ` itself. -/
theorem projection_raises_energy_iff_below_initial (H P : E →ₗ[ℂ] E) (hP : P.IsSymmetric)
    (hPP : ∀ x, P (P x) = P x) (hHP : ∀ x, H (P x) = P (H x)) {ψ : E} (hψ : ‖ψ‖ = 1)
    (h0 : 0 < ‖P ψ‖ ^ 2) (h1 : ‖P ψ‖ ^ 2 < 1) :
    meanEnergy H ψ < meanEnergy H (unitVec (P ψ)) ↔
      meanEnergy H (unitVec (ψ - P ψ)) < meanEnergy H ψ := by
  have h := meanEnergy_average H P hP hPP hHP hψ h0 h1
  have hs : meanEnergy H ψ - meanEnergy H (unitVec (ψ - P ψ)) = ‖P ψ‖ ^ 2 *
      (meanEnergy H (unitVec (P ψ)) - meanEnergy H (unitVec (ψ - P ψ))) := by
    linear_combination h
  rw [projection_raises_energy_iff H P hP hPP hHP hψ h0 h1,
    ← sub_pos (a := meanEnergy H ψ), hs, mul_pos_iff_of_pos_left h0, sub_pos]
```

For a spin-free Hamiltonian in a finite orbital basis, the criterion applies to a spin-contaminated unrestricted determinant that is projected, without further optimisation, onto one of the spins it contains. The discarded component may mix several spins, and only its overall mean energy enters. The step to the full Coulomb Hamiltonian in a complete basis is left open, because that operator is not defined on every vector of the Hilbert space, whereas `H` acts on all of `E`.

## A two-level system without commutation

The following example is plain algebra and has not been formalised. In $\mathbb C^2$ take

$$H=\begin{pmatrix}0&-1\\-1&0\end{pmatrix},\qquad P=\begin{pmatrix}1&0\\0&0\end{pmatrix},\qquad \psi=\frac1{\sqrt2}\begin{pmatrix}1\\1\end{pmatrix}.$$

Here $H$ is Hermitian, $P$ is an orthogonal projector and $w=1/2$, but $HP\neq PH$. The energies are $E_\psi=-1$ and $E_P=E_Q=0$. Projection raises the energy although the discarded component lies neither below the kept one nor below $\psi$, so both criteria fail. The cross terms add up to $-1$, and projection removes this coupling energy. What the example violates is the vanishing of the real part of that sum, a weaker condition than commutation and sufficient for the weighted average.

## Two spins with ferromagnetic coupling

Two spins one-half have four product states. In the code, index `0` is up and `1` is down, so the pair `(0, 1)` stands for $\uparrow\downarrow$.

```lean
/-- The state space of two spins one-half; index `0` is up and `1` is down. -/
abbrev TwoSpins := EuclideanSpace ℂ (Fin 2 × Fin 2)
```

A $4\times4$ matrix $A$ acts on a state by $x\mapsto Ax$.

```lean
/-- The operator on two spins that has the matrix `A` in the product basis. -/
def op (A : Matrix (Fin 2 × Fin 2) (Fin 2 × Fin 2) ℂ) : TwoSpins →ₗ[ℂ] TwoSpins where
  toFun x := WithLp.toLp 2 (A *ᵥ x.ofLp)
  map_add' x y := by simp [Matrix.mulVec_add]
  map_smul' c x := by simp [Matrix.mulVec_smul]
```

With $\hbar=1$ each spin component is half a Pauli matrix, hence

$$\mathbf S_1\cdot\mathbf S_2=\tfrac14\left(\sigma_x\otimes\sigma_x+\sigma_y\otimes\sigma_y+\sigma_z\otimes\sigma_z\right).$$

The Hamiltonian is $H=-\mathbf S_1\cdot\mathbf S_2$. Its sign favours parallel spins, and its unit coefficient means that energies are measured in units of the exchange coupling.

```lean
/-- The matrix of `S₁·S₂`, a quarter of the sum of products of Pauli matrices. -/
def spinDot : Matrix (Fin 2 × Fin 2) (Fin 2 × Fin 2) ℂ :=
  (1 / 4 : ℂ) • (!![0, 1; 1, 0] ⊗ₖ !![0, 1; 1, 0]
    + !![0, -Complex.I; Complex.I, 0] ⊗ₖ !![0, -Complex.I; Complex.I, 0]
    + !![1, 0; 0, -1] ⊗ₖ !![1, 0; 0, -1])
```

The code uses the singlet vector $s=\uparrow\downarrow-\downarrow\uparrow$, whose squared norm is 2. The normalised singlet is $s/\sqrt2$.

```lean
/-- The unnormalised singlet vector, up-down minus down-up. -/
def singlet (p : Fin 2 × Fin 2) : ℂ := if p = (0, 1) then 1 else if p = (1, 0) then -1 else 0
```

The projector onto the normalised singlet has entries $P_{ij}=s_is_j/2$, where $i$ and $j$ run over the four product states. No conjugate is needed because $s$ is real.

```lean
/-- The matrix of the projector onto the singlet vector. -/
def singletMatrix : Matrix (Fin 2 × Fin 2) (Fin 2 × Fin 2) ℂ :=
  Matrix.of fun i j => singlet i * singlet j / 2
```

The state to be projected is $\psi=\uparrow\downarrow$, a product state that is half singlet and half triplet.

```lean
/-- The product state with the first spin up and the second down. -/
def upDown : TwoSpins := WithLp.toLp 2 fun p => if p = (0, 1) then 1 else 0
```

On $\uparrow\uparrow$ and $\downarrow\downarrow$ the $x$ and $y$ terms cancel, and the $z$ term gives $1/4$. On $\uparrow\downarrow$ the $x$ and $y$ terms each flip both spins, so

$$\mathbf S_1\cdot\mathbf S_2\,\uparrow\downarrow=-\tfrac14\uparrow\downarrow+\tfrac12\downarrow\uparrow=\tfrac14\uparrow\downarrow-\tfrac12(\uparrow\downarrow-\downarrow\uparrow),$$

and the same holds with the spins exchanged. Thus $\mathbf S_1\cdot\mathbf S_2=\tfrac14-P$. The code verifies this entry by entry, with `fin_cases` running through all 16.

```lean
/-- The spin coupling `S₁·S₂` equals `1/4` minus the singlet projector. -/
theorem spinDot_eq : spinDot = (1 / 4 : ℂ) • 1 - singletMatrix := by
  ext ⟨a, b⟩ ⟨c, d⟩
  fin_cases a <;> fin_cases b <;> fin_cases c <;> fin_cases d <;>
    simp [spinDot, singletMatrix, singlet] <;> norm_num
```

It follows that $H=P-\tfrac14$, which is Hermitian and commutes with $P$. Since $s\cdot s=2$, the projector satisfies $P^2=P$. Finally,

$$P\psi=\tfrac12(\uparrow\downarrow-\downarrow\uparrow),\qquad w=\tfrac14+\tfrac14=\tfrac12 ,$$

so every hypothesis of the general criteria is met.

```lean
/-- The Hamiltonian `-S₁·S₂`, the singlet projector and the up-down state meet all the conditions
above: both operators are Hermitian, the projector is idempotent and commutes with the
Hamiltonian, and the unit vector up-down has singlet weight `1/2`. -/
theorem upDown_witness :
    (op (-spinDot)).IsSymmetric ∧ (op singletMatrix).IsSymmetric ∧
    (∀ x, op singletMatrix (op singletMatrix x) = op singletMatrix x) ∧
    (∀ x, op (-spinDot) (op singletMatrix x) = op singletMatrix (op (-spinDot) x)) ∧
    ‖upDown‖ = 1 ∧ ‖op singletMatrix upDown‖ ^ 2 = 1 / 2 := by
  have hH : ∀ x, op (-spinDot) x = op singletMatrix x - (1 / 4 : ℂ) • x := by
    intro x
    ext i
    simp [op, spinDot_eq, Matrix.sub_mulVec, Matrix.smul_mulVec]
  have c2 : conj (2 : ℂ) = 2 := Complex.ext (by simp) (by simp)
  have c4 : conj (4 : ℂ) = 4 := Complex.ext (by simp) (by simp)
  have hP : (op singletMatrix).IsSymmetric := by
    intro x y
    simp [op, singletMatrix, singlet, PiLp.inner_apply, Matrix.mulVec, dotProduct,
      Fintype.sum_prod_type, Fin.sum_univ_two, c2]
    ring
  -- the singlet matrix is idempotent
  have hM : singletMatrix * singletMatrix = singletMatrix := by
    ext ⟨a, b⟩ ⟨c, d⟩
    fin_cases a <;> fin_cases b <;> fin_cases c <;> fin_cases d <;>
      simp [singletMatrix, singlet, Matrix.mul_apply, Fintype.sum_prod_type,
        Fin.sum_univ_two] <;> norm_num
  refine ⟨?_, hP, ?_, ?_, ?_, ?_⟩
  · intro x y
    rw [hH, hH, inner_sub_left, inner_sub_right, inner_smul_left, inner_smul_right, hP x y]
    simp
    exact Or.inl c4
  · intro x
    simp [op, Matrix.mulVec_mulVec, hM]
  · intro x
    rw [hH, hH, map_sub, map_smul]
  · rw [EuclideanSpace.norm_eq]
    simp [upDown, Fintype.sum_prod_type, Fin.sum_univ_two]
  · rw [EuclideanSpace.norm_sq_eq]
    simp [op, upDown, singletMatrix, singlet, Matrix.mulVec, dotProduct,
      Fintype.sum_prod_type, Fin.sum_univ_two]
    norm_num
```

For any two-spin state $x$, the form of $H$ gives $e(x)=\|Px\|^2-\tfrac14\|x\|^2$. For the product state,

$$E_\psi=\tfrac12-\tfrac14=\tfrac14 .$$

The unnormalised singlet part has $e(P\psi)=\tfrac12-\tfrac18=\tfrac38$, and dividing by its squared norm $\tfrac12$ gives $E_P=\tfrac34$. The weighted average then fixes the third energy:

$$\tfrac14=\tfrac12\cdot\tfrac34+\tfrac12E_Q,\qquad E_Q=-\tfrac14 .$$

The discarded part, once normalised, is the triplet state $(\uparrow\downarrow+\downarrow\uparrow)/\sqrt2$. It lies below both the singlet and the product state, as the two criteria require when projection raises the energy. In the code `hE` is the formula for $e(x)$, while `h2` and `h3` supply the normalisation and the average.

```lean
/-- For `H = -S₁·S₂`, singlet projection of the up-down product state raises the energy from `1/4`
to `3/4`; the normalised discarded component has energy `-1/4`. -/
theorem upDown_energies :
    meanEnergy (op (-spinDot)) upDown = 1 / 4 ∧
    meanEnergy (op (-spinDot)) (unitVec (op singletMatrix upDown)) = 3 / 4 ∧
    meanEnergy (op (-spinDot)) (unitVec (upDown - op singletMatrix upDown)) = -1 / 4 := by
  obtain ⟨-, hP, hPP, hHP, hn, hw⟩ := upDown_witness
  -- the energy is the singlet weight minus a quarter of the squared norm
  have hE : ∀ x, meanEnergy (op (-spinDot)) x = ‖op singletMatrix x‖ ^ 2 - ‖x‖ ^ 2 / 4 := by
    intro x
    have hH : op (-spinDot) x = op singletMatrix x - ((1 / 4 : ℝ) : ℂ) • x := by
      ext i
      simp [op, spinDot_eq, Matrix.sub_mulVec, Matrix.smul_mulVec]
    have hsq : ∀ y : TwoSpins, (⟪y, y⟫_ℂ).re = ‖y‖ ^ 2 :=
      fun y => inner_self_eq_norm_sq (𝕜 := ℂ) y
    unfold meanEnergy
    rw [hH, inner_sub_right, inner_smul_right, ← hPP x, ← hP x, hPP x, Complex.sub_re,
      Complex.re_ofReal_mul, hsq, hsq]
    ring
  have h1 : meanEnergy (op (-spinDot)) upDown = 1 / 4 := by
    rw [hE, hw, hn]
    norm_num
  have hne : op singletMatrix upDown ≠ 0 := by
    intro h
    simp [h] at hw
  have h2 := norm_sq_mul_meanEnergy_unitVec (op (-spinDot)) hne
  rw [hE (op singletMatrix upDown), hPP, hw] at h2
  have h3 := meanEnergy_average _ _ hP hPP hHP hn (by rw [hw]; norm_num) (by rw [hw]; norm_num)
  rw [h1, hw] at h3
  exact ⟨h1, by linarith, by linarith⟩

end

end SpinProjectionEnergy
```

```lean
#print axioms SpinProjectionEnergy.expectation_eq_meanEnergy
-- 'SpinProjectionEnergy.expectation_eq_meanEnergy' depends on axioms: [propext, Classical.choice, Quot.sound]
#print axioms SpinProjectionEnergy.projection_raises_energy_iff
-- 'SpinProjectionEnergy.projection_raises_energy_iff' depends on axioms: [propext, Classical.choice, Quot.sound]
#print axioms SpinProjectionEnergy.projection_raises_energy_iff_below_initial
-- 'SpinProjectionEnergy.projection_raises_energy_iff_below_initial' depends on axioms: [propext, Classical.choice, Quot.sound]
#print axioms SpinProjectionEnergy.upDown_energies
-- 'SpinProjectionEnergy.upDown_energies' depends on axioms: [propext, Classical.choice, Quot.sound]
```
